# With a Poisson Franck–Condon weight, straight-line extrapolation of log rates overestimates nonradiative decay at larger gaps

Q: Suppose I know a molecule's nonradiative decay rate when the electronic gap is zero and one vibrational quanta wide. I draw a straight line through the two logarithms and read off the rate at two quanta. How wrong am I?

A: By a factor of two, if the rate is proportional to the weight \(P_n=e^{-S}S^n/n!\). Here \(n\) is the gap between the minima of the two potential curves (not the vertical gap), counted in quanta. The Huang–Rhys factor \(S>0\) measures how far the vibrational mode is displaced between the two electronic states, and it is taken to be the same at every gap. The first three weights are
\[
P_0=e^{-S},\qquad P_1=S\,e^{-S},\qquad P_2=\tfrac12 S^2e^{-S}.
\]
From 0 to 1 the weight is multiplied by \(S\). The straight line repeats that factor and predicts \(S^2e^{-S}\), but the true second factor is only \(S/2\).

Q: Does that persist at larger gaps?

A: Yes. Write \(W_n=C\,P_n\) for the rate, with a prefactor \(C>0\) that is the same for all gaps. One more quantum gives
\[
\frac{W_{n+1}}{W_n}=\frac{S}{n+1},
\qquad\text{so}\qquad
W_{n+k}=W_n\prod_{j=0}^{k-1}\frac{S}{n+1+j}.
\]
The letter \(k\), often a rate constant, here counts the quanta beyond \(n\). The line through gaps \(n\) and \(n+1\) predicts \(E_{n,k}=W_n\,(S/(n+1))^k\). Dividing,
\[
\frac{E_{n,k}}{W_{n+k}}=\prod_{j=0}^{k-1}\frac{n+1+j}{n+1}=\prod_{j=0}^{k-1}\Bigl(1+\frac{j}{n+1}\Bigr).
\]
The factor with \(j=0\) is 1 and all later ones exceed 1. The product is therefore 1 for \(k=0\) and \(k=1\), where the line passes through the data, and greater than 1 for every \(k\ge 2\). Neither \(S\) nor \(C\) appears in it.

Q: Now the formal version. What is the physics in its definitions?

A: The weight comes first. The gap is a natural number and \(S\) is a real number.

```lean
import Mathlib

open Finset

namespace EnergyGapExtrapolation

noncomputable section

/-- The Franck-Condon weight `exp(-S) S^n / n!` for a gap of `n` vibrational quanta and
Huang-Rhys factor `S`. -/
def fcWeight (S : ℝ) (n : ℕ) : ℝ := Real.exp (-S) * S ^ n / (n.factorial : ℝ)
```

This is the overlap weight for one harmonic mode, displaced but with unchanged frequency, starting from its vibrational ground level. The rate multiplies it by a constant:

```lean
/-- The nonradiative decay rate at a gap of `n` quanta: a prefactor `C`, the same for all gaps,
times the Franck-Condon weight. -/
def rate (C S : ℝ) (n : ℕ) : ℝ := C * fcWeight S n
```

The prefactor stands for the squared electronic coupling and the density of final states. Keeping it fixed means comparing gaps at which neither changes appreciably.

Q: So a real molecule enters only if its rate has this form?

A: Yes, and that identification is the step the hypotheses don't supply. Active modes of different frequencies, thermal population of the starting levels, or a coupling or displacement that varies with the gap would each change the formula. Within the single-mode, zero-temperature model, the result says that a decay rate estimated for a wide gap by drawing the straight line through the log rates at two narrower ones is an upper bound.

Q: Where is my straight line? I see only a ratio raised to a power.

A: Taking logarithms of the next definition gives \(\log W_n+k(\log W_{n+1}-\log W_n)\), which is linear in \(k\).

```lean
/-- The rate predicted at gap `n + k` by continuing the ratio of the rates at the gaps `n` and
`n + 1`; it is meant for a nonzero rate at gap `n`. -/
def extrapolatedRate (C S : ℝ) (n k : ℕ) : ℝ :=
  rate C S n * (rate C S (n + 1) / rate C S n) ^ k
```

The division is meaningful because the rate is positive whenever \(C\) and \(S\) are:

```lean
/-- For a positive prefactor and a positive Huang-Rhys factor the decay rate is positive at
every gap. -/
theorem rate_pos {C S : ℝ} (hC : 0 < C) (hS : 0 < S) (n : ℕ) : 0 < rate C S n := by
  unfold rate fcWeight
  positivity
```

Q: The energy-gap law says that rates fall roughly exponentially as the gap widens. Where is that stated?

A: Nowhere. The step ratio \(S/(n+1)\) is below 1 only when \(n+1>S\), so for strong displacement the rate first rises with the gap. What is proved concerns the curvature of the log rate, and it holds on the rising side as well as on the falling one. The step ratio is the next lemma, obtained by splitting one factor off the factorial and one off the power:

```lean
/-- Widening the gap from `n` to `n + 1` quanta multiplies the rate by `S / (n + 1)`. -/
theorem rate_succ (C S : ℝ) (n : ℕ) :
    rate C S (n + 1) = rate C S n * (S / ((n : ℝ) + 1)) := by
  have h1 : (n.factorial : ℝ) ≠ 0 := by positivity
  have h2 : (n : ℝ) + 1 ≠ 0 := by positivity
  unfold rate fcWeight
  rw [Nat.factorial_succ, pow_succ]
  push_cast
  field_simp
```

Its logarithm gives the increments of the log rate, \(\log S-\log(n+1)\), which decrease as \(n\) grows:

```lean
/-- For positive `C` and `S`, the logarithm of the rate changes by `log S - log (n + 1)` when the
gap grows from `n` to `n + 1` quanta. -/
theorem log_rate_succ {C S : ℝ} (hC : 0 < C) (hS : 0 < S) (n : ℕ) :
    Real.log (rate C S (n + 1)) =
      Real.log (rate C S n) + (Real.log S - Real.log ((n : ℝ) + 1)) := by
  have h : (n : ℝ) + 1 ≠ 0 := by positivity
  rw [rate_succ, Real.log_mul (rate_pos hC hS n).ne' (div_ne_zero hS.ne' h),
    Real.log_div hS.ne' h]
```

Q: And the product you derived?

A: It is proved by induction on \(k\), after the ratio in the extrapolation has been replaced by \(S/(n+1)\). The identity called `key` is the inductive step: the true ratio at gap \(n+k\), times the new correction factor, equals the extrapolated ratio,
\[
\frac{S}{n+k+1}\Bigl(1+\frac{k}{n+1}\Bigr)=\frac{S}{n+1}.
\]

```lean
/-- For positive `C` and `S`, the extrapolated rate at gap `n + k` is the true rate times the
product of `1 + j / (n + 1)` over `j = 0, ..., k - 1`. -/
theorem extrapolatedRate_eq {C S : ℝ} (hC : 0 < C) (hS : 0 < S) (n k : ℕ) :
    extrapolatedRate C S n k =
      rate C S (n + k) * ∏ j ∈ range k, (1 + (j : ℝ) / ((n : ℝ) + 1)) := by
  have hn : (n : ℝ) + 1 ≠ 0 := by positivity
  unfold extrapolatedRate
  rw [rate_succ, mul_div_cancel_left₀ _ (rate_pos hC hS n).ne']
  induction k with
  | zero => simp
  | succ k ih =>
    have hk : (n : ℝ) + k + 1 ≠ 0 := by positivity
    -- the true step ratio, corrected by the new factor, is the extrapolated step ratio
    have key : S / ((n : ℝ) + k + 1) * (1 + (k : ℝ) / ((n : ℝ) + 1)) = S / ((n : ℝ) + 1) := by
      have h : 1 + (k : ℝ) / ((n : ℝ) + 1) = ((n : ℝ) + k + 1) / ((n : ℝ) + 1) := by
        rw [eq_div_iff hn, add_mul, div_mul_cancel₀ _ hn]
        ring
      rw [h, div_mul_div_comm, div_eq_div_iff (mul_ne_zero hk hn) hn]
      ring
    rw [← add_assoc, rate_succ C S (n + k), prod_range_succ, pow_succ, ← mul_assoc, ih,
      ← key]
    push_cast
    ring
```

Q: Then the overestimate needs only the size of the product.

A: Yes, and the next theorem is an equivalence: for positive \(C\) and \(S\), the true rate lies strictly below the extrapolated one exactly when \(k\ge2\). In one direction, `interval_cases` leaves \(k=0\) and \(k=1\), where the product is 1 and a strict inequality is impossible. In the other, the proof writes \(k=m+1\) with \(m\ge1\). The first \(m\) factors have a product of at least 1, and the last factor, \(1+m/(n+1)\), exceeds 1.

```lean
/-- For positive `C` and `S`, extrapolation from the gaps `n` and `n + 1` strictly overestimates
the decay rate at gap `n + k` exactly when `k` is at least 2. -/
theorem rate_lt_extrapolatedRate_iff {C S : ℝ} (hC : 0 < C) (hS : 0 < S) (n k : ℕ) :
    rate C S (n + k) < extrapolatedRate C S n k ↔ 2 ≤ k := by
  rw [extrapolatedRate_eq hC hS]
  constructor
  · intro h
    by_contra hk
    have hk' : k < 2 := not_le.mp hk
    -- for k = 0 and k = 1 the correction factor is 1
    interval_cases k <;> simp at h
  · intro hk
    obtain ⟨m, rfl⟩ : ∃ m, k = m + 1 := ⟨k - 1, by omega⟩
    have hm : (0 : ℝ) < m := by
      have : 0 < m := by omega
      exact_mod_cast this
    have hA : 1 ≤ ∏ j ∈ range m, (1 + (j : ℝ) / ((n : ℝ) + 1)) :=
      prod_induction _ (fun x : ℝ => 1 ≤ x) (fun a b ha hb => by nlinarith) le_rfl
        (fun j _ => le_add_of_nonneg_right (by positivity))
    have ht : 0 < (m : ℝ) / ((n : ℝ) + 1) := by positivity
    -- the last factor exceeds 1, the others are at least 1
    have hprod : 1 < ∏ j ∈ range (m + 1), (1 + (j : ℝ) / ((n : ℝ) + 1)) := by
      rw [prod_range_succ]
      nlinarith [mul_nonneg (sub_nonneg.2 hA) ht.le]
    exact lt_mul_of_one_lt_right (rate_pos hC hS _) hprod
```

Setting \(C=1\) gives the inequality for the weights alone, \(P_{n+k}<P_n\,(P_{n+1}/P_n)^k\) for every natural \(n\) and every \(k\ge2\):

```lean
/-- For `S > 0` and `k ≥ 2`, the Franck-Condon weight at gap `n + k` is strictly below the value
extrapolated from the weights at the gaps `n` and `n + 1`. -/
theorem fcWeight_lt_extrapolation {S : ℝ} (hS : 0 < S) (n : ℕ) {k : ℕ} (hk : 2 ≤ k) :
    fcWeight S (n + k) < fcWeight S n * (fcWeight S (n + 1) / fcWeight S n) ^ k := by
  have h := (rate_lt_extrapolatedRate_iff one_pos hS n k).2 hk
  simpa only [extrapolatedRate, rate, one_mul] using h
```

Q: My data are rarely one quantum apart. Suppose I have gaps \(a<b\) and want the rate at \(c>b\).

A: The line still lies too high. Put \(L_n=\log W_n\), so that \(L_{j+1}-L_j=\log S-\log(j+1)\). For steps between \(a\) and \(b\) we have \(j+1\le b\), and adding them up gives
\[
L_b-L_a\ \ge\ (b-a)(\log S-\log b).
\]
For steps between \(b\) and \(c\) we have \(j+1\ge b+1\), hence
\[
L_c-L_b\ \le\ (c-b)\bigl(\log S-\log(b+1)\bigr)\ <\ (c-b)(\log S-\log b)\ \le\ (c-b)\,\frac{L_b-L_a}{b-a}.
\]
Adding \(L_b\) and rewriting the line from its starting point \(a\),
\[
L_c<L_a+\frac{c-a}{b-a}\,(L_b-L_a).
\]
Since \(b>a\ge0\), \(b\) is at least 1 and \(\log b\) causes no trouble, even when \(a=0\).

Q: Could the formal statement have gone wrong while looking the same?

A: Yes, in the fraction. The gaps are natural numbers, and division of natural numbers in Lean rounds down. Had \((c-a)/(b-a)\) been computed there, the gaps 0, 2 and 3 would give 1 instead of \(3/2\). The claim would then read \(W_3<W_2\), which is false for \(S\ge3\), because \(W_3/W_2=S/3\). The theorem avoids this by converting to real numbers first, as in `((c : ℝ) - a) / ((b : ℝ) - a)`.

Q: How does its proof match your two bounds?

A: `low` is the bound up to \(b\) and `up` the bound beyond it, each proved by induction on the number of steps, using the increment lemma and the monotonicity of the logarithm. The proof then writes \(b=a+m\) and \(c=b+k\), with \(m\) and \(k\) positive. `hslope` turns the first bound into a statement about the mean slope between \(a\) and \(b\). `hcmp` compares that slope with the largest slope possible beyond \(b\), and the strictness comes from \(\log b<\log(b+1)\). Finally, `hline` rewrites the line so that it starts from \(b\), and `linarith` combines the inequalities.

```lean
/-- For positive `C` and `S` and gaps `a < b < c`, the straight line through the log rates at
`a` and `b` lies strictly above the true log rate at `c`. -/
theorem log_rate_lt_line {C S : ℝ} (hC : 0 < C) (hS : 0 < S) {a b c : ℕ}
    (hab : a < b) (hbc : b < c) :
    Real.log (rate C S c) < Real.log (rate C S a) +
      ((c : ℝ) - a) / ((b : ℝ) - a) * (Real.log (rate C S b) - Real.log (rate C S a)) := by
  -- up to gap b every step has slope at least log S - log b
  have low : ∀ m : ℕ, a + m ≤ b → Real.log (rate C S a) + m * (Real.log S - Real.log b) ≤
      Real.log (rate C S (a + m)) := by
    intro m
    induction m with
    | zero => intro _; simp
    | succ m ih =>
      intro h
      have h1 := ih (by omega)
      have h2 : ((a + m : ℕ) : ℝ) + 1 ≤ b := by exact_mod_cast h
      have h3 := Real.log_le_log (by positivity) h2
      rw [← add_assoc, log_rate_succ hC hS (a + m)]
      push_cast at h1 h3 ⊢
      linarith
  -- beyond gap b every step has slope at most log S - log (b + 1)
  have up : ∀ k : ℕ, Real.log (rate C S (b + k)) ≤
      Real.log (rate C S b) + k * (Real.log S - Real.log ((b : ℝ) + 1)) := by
    intro k
    induction k with
    | zero => simp
    | succ k ih =>
      have h2 : (b : ℝ) + 1 ≤ ((b + k : ℕ) : ℝ) + 1 := by
        push_cast
        linarith [Nat.cast_nonneg (α := ℝ) k]
      have h3 := Real.log_le_log (by positivity) h2
      rw [← add_assoc, log_rate_succ hC hS (b + k)]
      push_cast at ih h3 ⊢
      linarith
  obtain ⟨m, hm⟩ := Nat.exists_eq_add_of_le hab.le
  obtain ⟨k, hk⟩ := Nat.exists_eq_add_of_le hbc.le
  have h1 := low m hm.ge
  have h2 := up k
  rw [← hm] at h1
  rw [← hk] at h2
  have hm' : (b : ℝ) = a + m := by exact_mod_cast hm
  have hk' : (c : ℝ) = b + k := by exact_mod_cast hk
  have hx : (0 : ℝ) < m := by
    have : 0 < m := by omega
    exact_mod_cast this
  have hy : (0 : ℝ) < k := by
    have : 0 < k := by omega
    exact_mod_cast this
  have hb : (0 : ℝ) < b := by linarith [Nat.cast_nonneg (α := ℝ) a]
  have hlog : Real.log (b : ℝ) < Real.log ((b : ℝ) + 1) :=
    Real.log_lt_log hb (by linarith)
  have hslope : Real.log S - Real.log b ≤
      (Real.log (rate C S b) - Real.log (rate C S a)) / m := by
    rw [le_div_iff₀ hx]
    linarith
  -- compare the slope beyond b with the slope of the line
  have hcmp := mul_lt_mul_of_pos_left
    (lt_of_lt_of_le (sub_lt_sub_left hlog (Real.log S)) hslope) hy
  have hline : ((c : ℝ) - a) / ((b : ℝ) - a) *
      (Real.log (rate C S b) - Real.log (rate C S a)) =
      (Real.log (rate C S b) - Real.log (rate C S a)) +
        k * ((Real.log (rate C S b) - Real.log (rate C S a)) / m) := by
    rw [show (c : ℝ) - a = m + k by linarith, show (b : ℝ) - a = m by linarith,
      add_div, div_self hx.ne']
    ring
  rw [hline]
  linarith

end

end EnergyGapExtrapolation
```

```lean
#print axioms EnergyGapExtrapolation.fcWeight_lt_extrapolation
-- 'EnergyGapExtrapolation.fcWeight_lt_extrapolation' depends on axioms: [propext, Classical.choice, Quot.sound]
#print axioms EnergyGapExtrapolation.log_rate_lt_line
-- 'EnergyGapExtrapolation.log_rate_lt_line' depends on axioms: [propext, Classical.choice, Quot.sound]
```

Q: So with gaps 4 and 5 known, what should I expect at 7?

A: Here \(n=4\) and \(k=3\), so the factor is \(1\cdot\tfrac65\cdot\tfrac75=1.68\). In this model the straight line gives a rate 68 percent too high, whatever the displacement of the mode.
